# A rotationally symmetric flake of unit charges cannot be neutral with only an ion or only an electron at its centre

Cut a finite flake from a two-dimensional crystal so that rotation by $2\pi/n$ about its centre, with $n\ge 2$, maps it onto itself. Let $A$ be the set of positions of its ions, each of charge $+1$, and $B$ the set of centres at which its electrons are localised, one electron per centre. If both sets have the rotation symmetry and exactly one of them contains the rotation centre, the net charge $|A|-|B|$ is $1$ or $-1$ modulo $n$, and so it is not zero.

This is the counting behind the filling anomaly of obstructed atomic insulators, here for classical point charges at given positions. The step from the model to a material is the assignment of electrons to centres: the occupied states of the real flake, edges included, must be describable by localised orbitals whose centres form a symmetric set.

## The rotation, the sites and the charge

```lean
import Mathlib

open Finset

namespace FillingAnomaly

noncomputable section

/-- The rotation of the complex plane by `2π/n` about the origin, as a complex factor (`n ≥ 1`). -/
def rot (n : ℕ) : ℂ := Complex.exp (2 * Real.pi * Complex.I / n)
```

The plane is the set of complex numbers `ℂ`, with the rotation centre at $0$. Rotating a point $z$ means multiplying it by
$$\omega = e^{2\pi i/n},$$
which the code calls `rot n`.

```lean
/-- A finite set of sites is invariant when the rotation by `2π/n` takes each site to a site. -/
def RotInvariant (n : ℕ) (S : Finset ℂ) : Prop := ∀ z ∈ S, rot n * z ∈ S
```

A `Finset ℂ` is a finite set of points in the plane. The definition says that for every $z\in S$ the rotated point $\omega z$ is also in $S$. This is the usual symmetry: rotation never merges two points, so a finite set that is mapped into itself is mapped onto itself.

```lean
/-- Net charge of a flake with a unit positive ion on each site of `A` and one electron
on each centre of `B`, in units of the elementary charge. -/
def netCharge (A B : Finset ℂ) : ℤ := (A.card : ℤ) - (B.card : ℤ)
```

This is $Q=|A|-|B|$ in units of the elementary charge. The annotation `(A.card : ℤ)` turns the number of sites into an integer before the subtraction, so $Q$ may be negative. The sets $A$ and $B$ may share points.

```lean
/-- For `n ≥ 1` the rotation by `2π/n` has order exactly `n`. -/
theorem rot_primitive {n : ℕ} (hn : n ≠ 0) : IsPrimitiveRoot (rot n) n :=
  Complex.isPrimitiveRoot_exp n hn
```

A Lean theorem lists its hypotheses, then a colon, then its claim; the proof follows `:=`. Here the claim is that $\omega$ is a primitive $n$-th root of unity: $\omega^n=1$, and no smaller positive power equals $1$. Mathlib already contains this fact.

## One orbit carries n equal charges

```lean
/-- In an invariant set, the sites with the same `n`-th power as a site `w` off the origin
carry the total charge `n * q w`, if the charge `q` is rotation invariant and `n ≥ 1`. -/
theorem orbit_charge {n : ℕ} (hn : n ≠ 0) {S : Finset ℂ} (hS : RotInvariant n S)
    {q : ℂ → ℤ} (hq : ∀ z ∈ S, q (rot n * z) = q z) {w : ℂ} (hw : w ∈ S) (h0 : w ≠ 0) :
    ∑ z ∈ S with z ^ n = w ^ n, q z = n * q w := by
  have : NeZero n := ⟨hn⟩
  have hp := rot_primitive hn
  -- repeated rotation stays in the set and keeps the charge
  have hk : ∀ k : ℕ, rot n ^ k * w ∈ S ∧ q (rot n ^ k * w) = q w := by
    intro k
    induction k with
    | zero => simpa using hw
    | succ k ih =>
      rw [pow_succ', mul_assoc]
      exact ⟨hS _ ih.1, (hq _ ih.1).trans ih.2⟩
  -- the sites in question are the rotated copies of `w`
  have himg : S.filter (fun z => z ^ n = w ^ n)
      = (range n).image (fun k => rot n ^ k * w) := by
    ext z
    simp only [mem_filter, mem_image, mem_range]
    constructor
    · rintro ⟨_, hz⟩
      have h1 : (z / w) ^ n = 1 := by
        rw [div_pow, hz, div_self (pow_ne_zero n h0)]
      obtain ⟨k, hkn, e⟩ := hp.eq_pow_of_pow_eq_one h1
      exact ⟨k, hkn, by rw [e, div_mul_cancel₀ _ h0]⟩
    · rintro ⟨k, _, rfl⟩
      refine ⟨(hk k).1, ?_⟩
      rw [mul_pow, ← pow_mul, mul_comm k n, pow_mul, hp.pow_eq_one, one_pow, one_mul]
  rw [himg, sum_image, sum_congr rfl (fun k _ => (hk k).2)]
  · simp
  · intro i hi j hj hij
    have hi' : i < n := by simpa using hi
    have hj' : j < n := by simpa using hj
    have e : rot n ^ i = rot n ^ j := mul_right_cancel₀ h0 hij
    exact hp.pow_inj hi' hj' e
```

The function $q$ gives each site an integer charge, and `hq` says that $q(\omega z)=q(z)$ on $S$. For a site $w\neq 0$, the theorem states
$$\sum_{z\in S,\; z^n=w^n} q(z) = n\,q(w).$$

By hand, the argument has three steps.

1. Since $S$ is invariant, $w,\omega w,\omega^2w,\dots$ all lie in $S$ and carry the charge $q(w)$. This is `hk`, proved by induction on the number of rotations.
2. These are all the sites with the given $n$-th power. If $z^n=w^n$, then $(z/w)^n=1$, so $z=\omega^k w$ for some $0\le k<n$. Conversely, $(\omega^k w)^n=(\omega^n)^k w^n=w^n$. The two directions make up `himg`.
3. The $n$ points are distinct. If $\omega^i w=\omega^j w$, dividing by $w$ gives $\omega^i=\omega^j$, and $i=j$ because both are below $n$. The last bullet of the proof contains this step.

The sum therefore has $n$ terms, each equal to $q(w)$. The $n$-th power serves as a label for the orbit.

## Only the centre counts modulo n

```lean
/-- The total of a rotation-invariant integer charge distribution on a finite invariant set
equals, modulo `n ≥ 1`, the charge sitting at the origin (zero if the origin is not a site). -/
theorem total_charge_mod {n : ℕ} (hn : n ≠ 0) {S : Finset ℂ} (hS : RotInvariant n S)
    {q : ℂ → ℤ} (hq : ∀ z ∈ S, q (rot n * z) = q z) :
    ∑ z ∈ S, q z ≡ (if (0 : ℂ) ∈ S then q 0 else 0) [ZMOD n] := by
  have hT : RotInvariant n (S.erase 0) := by
    intro z hz
    rw [mem_erase] at hz ⊢
    exact ⟨mul_ne_zero (Complex.exp_ne_zero _) hz.1, hS z hz.2⟩
  -- off the origin the charge is a sum over full orbits
  have hdiv : (n : ℤ) ∣ ∑ z ∈ S.erase 0, q z := by
    rw [← sum_fiberwise_of_maps_to (s := S.erase 0)
      (t := (S.erase 0).image (fun z => z ^ n)) (g := fun z => z ^ n)
      (fun z hz => mem_image_of_mem _ hz)]
    apply dvd_sum
    intro c hc
    obtain ⟨w, hw, rfl⟩ := mem_image.1 hc
    exact ⟨q w, orbit_charge hn hT (fun z hz => hq z (mem_of_mem_erase hz)) hw
      (ne_of_mem_erase hw)⟩
  obtain ⟨m, hm⟩ := hdiv
  by_cases h : (0 : ℂ) ∈ S
  · rw [if_pos h, ← add_sum_erase S q h]
    exact Int.modEq_iff_dvd.2 ⟨-m, by linear_combination -hm⟩
  · rw [erase_eq_of_notMem h] at hm
    rw [if_neg h]
    exact Int.modEq_iff_dvd.2 ⟨-m, by linear_combination -hm⟩
```

The notation `a ≡ b [ZMOD n]` means that $n$ divides $b-a$. The theorem says that the total charge of an invariant distribution equals, modulo $n$, the charge at the origin, or zero if the origin is not a site.

By hand, remove the origin from $S$. The remaining set is still invariant, since rotation takes nonzero points to nonzero points (`hT`). Sort its sites by the value of $z^n$. Each group is one orbit, and its charge is $n$ times an integer by the previous theorem, so for some integer $m$
$$\sum_{z\in S,\;z\ne0} q(z)=n\,m .$$
In Lean, `sum_fiberwise_of_maps_to` does the sorting and `dvd_sum` adds up the multiples of $n$. Restoring the origin gives $q(0)+nm$ if it is a site and $nm$ if it is not, which are the two cases at the end of the proof.

Since $q$ may be any invariant integer function, this theorem also applies to ions of higher valence and to centres holding several electrons: take $S=A\cup B$ and let $q$ be the net charge at each point.

```lean
/-- For invariant `A` and `B` and `n ≥ 1`, the net charge modulo `n` is the number of ions
at the origin minus the number of electron centres there. -/
theorem netCharge_mod {n : ℕ} (hn : n ≠ 0) {A B : Finset ℂ}
    (hA : RotInvariant n A) (hB : RotInvariant n B) :
    netCharge A B ≡ (if (0 : ℂ) ∈ A then 1 else 0) - (if (0 : ℂ) ∈ B then 1 else 0)
      [ZMOD n] := by
  have hcard : ∀ S : Finset ℂ, RotInvariant n S →
      (S.card : ℤ) ≡ (if (0 : ℂ) ∈ S then 1 else 0) [ZMOD n] := by
    intro S hS
    have h := total_charge_mod hn hS (q := fun _ => 1) (fun _ _ => rfl)
    rwa [sum_const, nsmul_eq_mul, mul_one] at h
  exact (hcard A hA).sub (hcard B hB)
```

Setting $q=1$ on every site turns the total charge into the number of sites. Hence $|A|$ is congruent to $1$ if $0\in A$ and to $0$ otherwise, and likewise for $B$. This is `hcard`. Subtracting the two congruences gives $Q$ modulo $n$ as the difference of the two occupations of the origin.

## The flake cannot be neutral

```lean
/-- Filling anomaly: if `n ≥ 2`, both sets are invariant under rotation by `2π/n`, and exactly
one of them contains the origin, the net charge is `1` or `-1` modulo `n` and is not zero. -/
theorem filling_anomaly {n : ℕ} (hn : 2 ≤ n) {A B : Finset ℂ}
    (hA : RotInvariant n A) (hB : RotInvariant n B)
    (h : ¬ ((0 : ℂ) ∈ A ↔ (0 : ℂ) ∈ B)) :
    (netCharge A B ≡ 1 [ZMOD n] ∨ netCharge A B ≡ -1 [ZMOD n]) ∧ netCharge A B ≠ 0 := by
  have hmod : netCharge A B ≡ 1 [ZMOD n] ∨ netCharge A B ≡ -1 [ZMOD n] := by
    have key := netCharge_mod (by omega) hA hB
    by_cases a : (0 : ℂ) ∈ A
    · have b : (0 : ℂ) ∉ B := fun b => h ⟨fun _ => b, fun _ => a⟩
      rw [if_pos a, if_neg b, sub_zero] at key
      exact Or.inl key
    · have b : (0 : ℂ) ∈ B := by
        by_contra b
        exact h ⟨fun x => absurd x a, fun x => absurd x b⟩
      rw [if_neg a, if_pos b, zero_sub] at key
      exact Or.inr key
  refine ⟨hmod, fun hz => ?_⟩
  -- neutrality would make `n` a divisor of one
  have h1 : (n : ℤ) ∣ 1 := by
    rw [hz] at hmod
    rcases hmod with e | e
    · simpa using Int.modEq_iff_dvd.1 e
    · simpa using Int.modEq_iff_dvd.1 e
  have h2 := Int.le_of_dvd one_pos h1
  omega
```

The hypothesis `¬ ((0 : ℂ) ∈ A ↔ (0 : ℂ) ∈ B)` says that the two memberships differ, so exactly one set contains the origin. The conclusion has two parts, joined by `∧`: the residue of $Q$, and $Q\neq0$.

If the ion is at the centre, the previous theorem gives $Q\equiv 1-0=1$. If the electron is there, $Q\equiv 0-1=-1$. For $n=2$ the two residues coincide, and $Q$ is odd. If $Q$ were zero, $n$ would divide $1$, which is impossible for $n\ge2$; `omega`, a procedure for linear integer arithmetic, finds the contradiction. For $n=1$ neutrality is possible, as $A=\{0\}$ and $B=\{1\}$ show.

The theorem counts charges and contains no Hamiltonian. It makes no claim about energy gaps, and a neutral symmetric flake whose electrons occupy extended states does not contradict it.

### Nine ions on a square

Take $n=4$ and put ions at the nine points $x+iy$ with $x,y\in\{-1,0,1\}$. Off the centre there are two orbits: $\pm1,\pm i$, with fourth power $1$, and $\pm1\pm i$, with fourth power $-4$. Thus $|A|=1+4+4=9$.

Put the electrons at the centres of the squares between the ions, $\pm\tfrac12\pm\tfrac i2$. Then $|B|=4$ and $Q=5=1+4$. If a surrounding ring of twelve further square centres is also occupied, $|B|=16$ and $Q=-7=1-8$. Neutrality would need nine electrons, but a symmetric set $B$ that avoids the origin has a multiple of four points.

### The same count in a tight-binding spectrum

Let each of the nine ions now be the middle of a unit cell with four orbitals, one near each corner of the cell, and let spinless electrons hop with amplitude $-t$, $t>0$, only between neighbouring orbitals of adjacent cells. The 36 orbitals then separate into small clusters:

- four squares of four orbitals, with energies $-2t,0,0,2t$;
- eight pairs along the edges, with energies $-t,t$;
- four single orbitals at the corners of the flake, with energy $0$.

Filling the levels from below, the first gap comes at 4 electrons and the next at $4+8=12$. The corresponding charges are $9-4=5$ and $9-12=-3$, both congruent to $1$ modulo $4$. With nine electrons the flake is neutral, but five electrons share the eight degenerate edge states. In this non-interacting model, the theorem's count appears as the mismatch between the number of ions and the number of states below a gap.

## Every charge in the residue class occurs

```lean
/-- Concentric rings of radii `1, ..., m`, each with `n` equally spaced sites (`n ≥ 1`). -/
def rings (n m : ℕ) : Finset ℂ :=
  (range m ×ˢ range n).image (fun p => rot n ^ p.2 * ((p.1 + 1 : ℕ) : ℂ))
```

To see whether symmetry restricts the charge further, one needs flakes of adjustable size. The set `rings n m` consists of the points $\omega^k(j+1)$ with $0\le j<m$ and $0\le k<n$: $m$ concentric rings of $n$ points each. For $n=2$ a ring is a pair of opposite points, for $n=1$ a single point, and for $m=0$ the set is empty.

```lean
/-- For `n ≥ 1` the `m` rings form an invariant set of `m * n` sites that avoids the origin. -/
theorem rings_spec {n : ℕ} (hn : n ≠ 0) (m : ℕ) :
    RotInvariant n (rings n m) ∧ (0 : ℂ) ∉ rings n m ∧ (rings n m).card = m * n := by
  have hp := rot_primitive hn
  have hr : ∀ j : ℕ, ((j + 1 : ℕ) : ℂ) ≠ 0 := fun j => Nat.cast_ne_zero.2 (Nat.succ_ne_zero j)
  refine ⟨?_, ?_, ?_⟩
  · intro z hz
    obtain ⟨⟨j, k⟩, hjk, rfl⟩ := mem_image.1 hz
    have hj := (mem_product.1 hjk).1
    refine mem_image.2 ⟨(j, (k + 1) % n),
      mem_product.2 ⟨hj, mem_range.2 (Nat.mod_lt _ (Nat.pos_of_ne_zero hn))⟩, ?_⟩
    change rot n ^ ((k + 1) % n) * _ = rot n * (rot n ^ k * _)
    rw [← pow_eq_pow_mod (k + 1) hp.pow_eq_one, pow_succ', mul_assoc]
  · intro hz
    obtain ⟨⟨j, k⟩, _, e⟩ := mem_image.1 hz
    exact mul_ne_zero (pow_ne_zero k (Complex.exp_ne_zero _)) (hr j) e
  · rw [rings, card_image_of_injOn, card_product, card_range, card_range]
    rintro ⟨i, k⟩ hik ⟨j, l⟩ hjl e
    have hk : k < n := mem_range.1 (mem_product.1 (mem_coe.1 hik)).2
    have hl : l < n := mem_range.1 (mem_product.1 (mem_coe.1 hjl)).2
    change rot n ^ k * ((i + 1 : ℕ) : ℂ) = rot n ^ l * ((j + 1 : ℕ) : ℂ) at e
    -- the `n`-th power removes the angle and leaves the `n`-th power of the radius
    have hpow : ∀ a : ℕ, (rot n ^ a) ^ n = 1 := fun a => by
      rw [← pow_mul, mul_comm, pow_mul, hp.pow_eq_one, one_pow]
    have e1 : ((i + 1 : ℕ) : ℂ) ^ n = ((j + 1 : ℕ) : ℂ) ^ n := by
      have e2 := congrArg (fun z : ℂ => z ^ n) e
      simpa only [mul_pow, hpow, one_mul] using e2
    have e3 : (i + 1) ^ n = (j + 1) ^ n := by exact_mod_cast e1
    have e4 : i + 1 = j + 1 := (Nat.pow_left_inj hn).1 e3
    obtain rfl : i = j := by omega
    obtain rfl : k = l := hp.pow_inj hk hl (mul_right_cancel₀ (hr i) e)
    rfl
```

The theorem makes three claims, proved in order. Rotation takes $\omega^k(j+1)$ to $\omega^{k+1}(j+1)$, where the exponent may be reduced modulo $n$, so the set is invariant. No point is zero, since both factors are nonzero. The number of points is $mn$, provided that different pairs $(j,k)$ give different points. Suppose
$$\omega^k(i+1)=\omega^l(j+1).$$
Taking $n$-th powers removes the phases and leaves $(i+1)^n=(j+1)^n$, so $i=j$. Cancelling the radius gives $\omega^k=\omega^l$, so $k=l$. The steps `e1` to `e4` give $i+1=j+1$, and the two `obtain` lines after them give $i=j$ and $k=l$.

```lean
/-- Sharpness: for `n ≥ 1` and every integer `c`, some invariant flake with an ion but no
electron centre at the origin has net charge exactly `1 + n * c`. -/
theorem every_anomalous_charge_occurs {n : ℕ} (hn : n ≠ 0) (c : ℤ) :
    ∃ A B : Finset ℂ, RotInvariant n A ∧ RotInvariant n B ∧
      (0 : ℂ) ∈ A ∧ (0 : ℂ) ∉ B ∧ netCharge A B = 1 + n * c := by
  obtain ⟨sA, zA, cA⟩ := rings_spec hn c.toNat
  obtain ⟨sB, zB, cB⟩ := rings_spec hn (-c).toNat
  refine ⟨insert 0 (rings n c.toNat), rings n (-c).toNat, ?_, sB,
    mem_insert_self _ _, zB, ?_⟩
  · intro z hz
    rcases mem_insert.1 hz with rfl | h
    · rw [mul_zero]
      exact mem_insert_self _ _
    · exact mem_insert_of_mem (sA z h)
  · have hc : (c.toNat : ℤ) - ((-c).toNat : ℤ) = c := by omega
    rw [netCharge, card_insert_of_notMem zA, cA, cB]
    push_cast only [Nat.cast_add, Nat.cast_mul, Nat.cast_one]
    linear_combination (n : ℤ) * hc

end

end FillingAnomaly
```

For every integer $c$ there are invariant sets $A$ and $B$, with the origin in $A$ and not in $B$, whose net charge is exactly $1+nc$. In Lean, `c.toNat` is $\max(c,0)$. The proof gives $A$ the origin and $\max(c,0)$ rings, and gives $B$ just $\max(-c,0)$ rings, so that
$$Q = 1+n\max(c,0)-n\max(-c,0)=1+nc .$$

With an ion alone at the centre, symmetry therefore fixes the charge modulo $n$ and nothing more. The value within the class depends on how the boundary is filled, as with the charges $5$, $-3$ and $-7$ of the nine-ion flake. For $n=1$ the formula includes $Q=0$, in agreement with the condition $n\ge2$ in `filling_anomaly`.

```lean
#print axioms FillingAnomaly.filling_anomaly
#print axioms FillingAnomaly.every_anomalous_charge_occurs
```

```
'FillingAnomaly.filling_anomaly' depends on axioms: [propext, Classical.choice, Quot.sound]
'FillingAnomaly.every_anomalous_charge_occurs' depends on axioms: [propext, Classical.choice, Quot.sound]
```
